# A three-level spectrum for every positive value of the shape parameter m₄/m₂² − m₃²/m₂³ − 1

The theorem concerns a discrete spectrum with levels at the dimensionless energies −1, 0 and 1, where the middle level has weight t/(1+t) and each outer level has weight 1/(2(1+t)). For every real t > 0 it states that these weights are positive and sum to one, that the mean energy is zero, and that the shape parameter m₄/m₂² − m₃²/m₂³ − 1 equals t, where mₖ is the k-th moment about zero. The attempt writes each sum over the levels as three explicit terms and computes m₂ = m₄ = 1/(1+t) and m₃ = 0. It then puts these values into the shape parameter and simplifies.

This version doesn't compile in Lean 4 with Mathlib:

```lean
import Mathlib

open Finset

namespace ShapeParameterThreeLevel

noncomputable section

/-- The `k`-th moment, about the reference energy `c`, of a discrete spectrum with
levels `s` and weights `w`. -/
def moment (s : Finset ℝ) (w : ℝ → ℝ) (c : ℝ) (k : ℕ) : ℝ :=
  ∑ x ∈ s, w x * (x - c) ^ k

/-- The dimensionless shape parameter `m₄/m₂² - m₃²/m₂³ - 1` of a spectrum, meant for
nonzero second moment `m₂`. -/
def shapeParameter (s : Finset ℝ) (w : ℝ → ℝ) (c : ℝ) : ℝ :=
  moment s w c 4 / moment s w c 2 ^ 2 - moment s w c 3 ^ 2 / moment s w c 2 ^ 3 - 1

/-- Weights `t/(1+t)` at energy zero and `1/(2(1+t))` at every other energy, meant for
`t ≠ -1`. -/
def threeLevelWeight (t x : ℝ) : ℝ :=
  if x = 0 then t / (1 + t) else 1 / (2 * (1 + t))

/-- For every `t > 0`, the levels `-1, 0, 1` with the weights `threeLevelWeight t` form a
spectrum of positive weights, total weight one and mean zero whose shape parameter is `t`. -/
theorem shapeParameter_threeLevel {t : ℝ} (ht : 0 < t) :
    (∀ x ∈ ({-1, 0, 1} : Finset ℝ), 0 < threeLevelWeight t x) ∧
    ∑ x ∈ ({-1, 0, 1} : Finset ℝ), threeLevelWeight t x = 1 ∧
    ∑ x ∈ ({-1, 0, 1} : Finset ℝ), threeLevelWeight t x * x = 0 ∧
    shapeParameter {-1, 0, 1} (threeLevelWeight t) 0 = t := by
  have hsum : ∀ f : ℝ → ℝ, ∑ x ∈ ({-1, 0, 1} : Finset ℝ), f x = f (-1) + f 0 + f 1 := by
    intro f
    rw [Finset.sum_insert (by norm_num), Finset.sum_insert (by norm_num),
      Finset.sum_singleton]
    ring
  have a : threeLevelWeight t (-1) = 1 / (2 * (1 + t)) := if_neg (by norm_num)
  have b : threeLevelWeight t 0 = t / (1 + t) := if_pos rfl
  have d : threeLevelWeight t 1 = 1 / (2 * (1 + t)) := if_neg (by norm_num)
  have hne : 1 + t ≠ 0 := by positivity
  have m2 : moment {-1, 0, 1} (threeLevelWeight t) 0 2 = 1 / (1 + t) := by
    simp only [moment, hsum, a, b, d]
    ring
  have m3 : moment {-1, 0, 1} (threeLevelWeight t) 0 3 = 0 := by
    simp only [moment, hsum, a, b, d]
    ring
  have m4 : moment {-1, 0, 1} (threeLevelWeight t) 0 4 = 1 / (1 + t) := by
    simp only [moment, hsum, a, b, d]
    ring
  refine ⟨fun x _ => ?_, ?_, ?_, ?_⟩
  · unfold threeLevelWeight
    split_ifs <;> positivity
  · rw [hsum, a, b, d]
    field_simp <;> ring
  · simp only [hsum, a, b, d]
    ring
  · unfold shapeParameter
    rw [m2, m3, m4]
    field_simp <;> ring

end

end ShapeParameterThreeLevel
```

The error:

```
Try this:
  [apply] ring_nf
  
  The `ring` tactic failed to close the goal. Use `ring_nf` to obtain a normal form.
    
  Note that `ring` works primarily in *commutative* rings. If you have a noncommutative ring, abelian group or module, consider using `noncomm_ring`, `abel` or `module` instead.
Main.lean:40:72: error: unsolved goals
t : ℝ
ht : 0 < t
hsum : ∀ (f : ℝ → ℝ), ∑ x ∈ {-1, 0, 1}, f x = f (-1) + f 0 + f 1
a : threeLevelWeight t (-1) = 1 / (2 * (1 + t))
b : threeLevelWeight t 0 = t / (1 + t)
d : threeLevelWeight t 1 = 1 / (2 * (1 + t))
hne : 1 + t ≠ 0
⊢ (2 + t * 2)⁻¹ * 2 = (1 + t)⁻¹
Try this:
  [apply] ring_nf
  
  The `ring` tactic failed to close the goal. Use `ring_nf` to obtain a normal form.
    
  Note that `ring` works primarily in *commutative* rings. If you have a noncommutative ring, abelian group or module, consider using `noncomm_ring`, `abel` or `module` instead.
Main.lean:46:72: error: unsolved goals
t : ℝ
ht : 0 < t
hsum : ∀ (f : ℝ → ℝ), ∑ x ∈ {-1, 0, 1}, f x = f (-1) + f 0 + f 1
a : threeLevelWeight t (-1) = 1 / (2 * (1 + t))
b : threeLevelWeight t 0 = t / (1 + t)
d : threeLevelWeight t 1 = 1 / (2 * (1 + t))
hne : 1 + t ≠ 0
m2 : moment {-1, 0, 1} (threeLevelWeight t) 0 2 = 1 / (1 + t)
m3 : moment {-1, 0, 1} (threeLevelWeight t) 0 3 = 0
⊢ (2 + t * 2)⁻¹ * 2 = (1 + t)⁻¹
```

Diagnosis. Both errors are in the computations of the moments, `m2` and `m4`. In each, `ring` fails to close the goal and leaves `(2 + t * 2)⁻¹ * 2 = (1 + t)⁻¹`. This equation is true, but `ring` has multiplied out `2 * (1 + t)` under the inverse and treats the inverse of the resulting sum as a single unknown quantity, unrelated to `(1 + t)⁻¹`. It therefore cannot cancel the factor 2.

The repair adds two lemmas to the `simp only` call before `ring`. `one_div` turns the fractions `1 / a` into inverses, and `mul_inv` splits `(2 * (1 + t))⁻¹` into `2⁻¹ * (1 + t)⁻¹`. Both sides then contain the same quantity `(1 + t)⁻¹`, and only arithmetic with numbers remains, which `ring` can do.

The other two changes, which replace `field_simp <;> ring` by `field_simp` and `ring` on separate lines, are mere tidying: no error was reported at either place.

The mended proof, as a diff:

```diff
@@ -39,5 +39,5 @@
   have hne : 1 + t ≠ 0 := by positivity
   have m2 : moment {-1, 0, 1} (threeLevelWeight t) 0 2 = 1 / (1 + t) := by
-    simp only [moment, hsum, a, b, d]
+    simp only [moment, hsum, a, b, d, one_div, mul_inv]
     ring
   have m3 : moment {-1, 0, 1} (threeLevelWeight t) 0 3 = 0 := by
@@ -45,5 +45,5 @@
     ring
   have m4 : moment {-1, 0, 1} (threeLevelWeight t) 0 4 = 1 / (1 + t) := by
-    simp only [moment, hsum, a, b, d]
+    simp only [moment, hsum, a, b, d, one_div, mul_inv]
     ring
   refine ⟨fun x _ => ?_, ?_, ?_, ?_⟩
@@ -51,10 +51,12 @@
     split_ifs <;> positivity
   · rw [hsum, a, b, d]
-    field_simp <;> ring
+    field_simp
+    ring
   · simp only [hsum, a, b, d]
     ring
   · unfold shapeParameter
     rw [m2, m3, m4]
-    field_simp <;> ring
+    field_simp
+    ring
 
 end
```
